# For a positive radial density, the two-electron co-motion map is a strictly decreasing involution

A strong-coupling calculation for a spherical two-electron density starts from a table of the charge enclosed within each radius. For each grid radius $r$, the code looks up the radius $f(r)$ that encloses the charge lying outside $r$. If one electron is at $r$, the other is placed at $f(r)$ on the opposite side of the nucleus. The interaction energy and the potential are then computed from the distance $r+f(r)$. For a continuous, positive radial density with total charge two, the lookup has exactly one answer, and that answer is a differentiable function of $r$.

## The partner radius and its slope

Let $\rho(r)$ be the radial density, which is $4\pi r^2$ times the volume density, and let $N_e(r)$ be the number of electrons within radius $r$. Suppose that on $(0,\infty)$ the function $N_e$ has derivative $\rho>0$ and maps bijectively onto $(0,2)$. Then the equation

$$N_e(f(r)) = 2 - N_e(r)$$

has exactly one positive solution $f(r)$ for each $r>0$. The map $f$ is strictly decreasing, and

$$f(f(r)) = r, \qquad f'(r) = -\frac{\rho(r)}{\rho(f(r))}.$$

Positivity of $\rho$ means that no radius is empty of charge. The bijection says that the total charge is two, with no point charge at the nucleus and a tail that never ends.

## Half the grid, and a check on the potential

The involution means that half of the table determines the rest. Let $r_1$ be the radius with $N_e(r_1)=1$. Once $f$ is known on $(0,r_1]$, its values beyond $r_1$ follow by swapping the two columns. The slope formula supplies derivative data for interpolation and also halves the range of the energy integral. Substituting $s=f(r)$ in the outer part gives

$$\frac12\int_0^\infty \frac{\rho(r)}{r+f(r)}\,dr = \int_0^{r_1}\frac{\rho(r)}{r+f(r)}\,dr .$$

A code can obtain a one-body potential $v$ by integrating $v'(r)=1/(r+f(r))^2$. This slope balances the Coulomb repulsion on an electron at $r$. In the strong-coupling limit of density functional theory, for a spherical two-electron density, $-v$ shifted to vanish at infinity plays the part of the electron-electron potential. The sum $v(r)+v(f(r))+1/(r+f(r))$ should then be the same at every grid point, so scatter beyond rounding reveals numerical error. A constant sum does not certify $f$, however: the partner map of a different positive density with total charge two would pass as well.

## From enclosed charge to constant energy

**Monotonicity.** For $0<a<b$, the mean value theorem gives a $c$ between them with $N_e(b)-N_e(a)=\rho(c)(b-a)>0$. So $N_e$ is strictly increasing.

**The inverse.** Let $R:(0,2)\to(0,\infty)$ be the inverse of $N_e$. It is strictly increasing: if $y<z$ but $R(y)\ge R(z)$, applying $N_e$ would give $y\ge z$.

It is also continuous. Given $y$ and $0<\varepsilon<R(y)$, the values $N_e(R(y)-\varepsilon)$ and $N_e(R(y)+\varepsilon)$ lie on either side of $y$, and $R$ sends everything between them to within $\varepsilon$ of $R(y)$.

For $z\ne y$,

$$\frac{R(z)-R(y)}{z-y} = \frac{R(z)-R(y)}{N_e(R(z))-N_e(R(y))}.$$

As $z\to y$, continuity gives $R(z)\to R(y)$, so the right side tends to $1/\rho(R(y))$. Hence $R'(y)=1/\rho(R(y))$.

**The co-motion map.** Since $0<N_e(r)<2$, the outer charge $2-N_e(r)$ also lies in $(0,2)$, and $f(r)=R(2-N_e(r))$ is defined and positive. It solves the defining equation, and injectivity of $N_e$ makes it the only positive solution.

Rearranged, the equation reads $N_e(r)=2-N_e(f(r))$. So $r$ is the partner of $f(r)$, which is the involution. If $a<b$, then

$$N_e(f(b))=2-N_e(b)<2-N_e(a)=N_e(f(a)),$$

and therefore $f(b)<f(a)$. The chain rule gives

$$f'(r)=R'(2-N_e(r))\,(-\rho(r))=-\frac{\rho(r)}{\rho(f(r))}.$$

**Equal radii.** If $f(r)=r$, the defining equation becomes $N_e(r)=2-N_e(r)$, so $N_e(r)=1$. Conversely, if $N_e(r)=1$, then $r$ itself solves the equation, and uniqueness gives $f(r)=r$.

**Constant energy.** Let $E(r)=v(r)+v(f(r))+1/(r+f(r))$ with $v'(r)=1/(r+f(r))^2$. The involution gives

$$v'(f(r))=\frac{1}{(f(r)+f(f(r)))^2}=\frac{1}{(r+f(r))^2}.$$

Hence

$$E'(r)=\frac{1+f'(r)-(1+f'(r))}{(r+f(r))^2}=0,$$

and $E$ is constant on $(0,\infty)$.

**A closed-form case.** Take $N_e(r)=2r/(1+r)$, with $\rho(r)=2/(1+r)^2$. Solving $y=2r/(1+r)$ gives $R(y)=y/(2-y)$. The outer charge is $2/(1+r)$, so $f(r)=1/r$. This gives an implementation exact values to compare with, although the volume density $\rho/(4\pi r^2)$ diverges at the nucleus, unlike that of an atom.

## The Lean file

```lean
import Mathlib

open Set

namespace StrictlyCorrelatedPair

noncomputable section

/-- `Ne` is the radial cumulant of a two-electron density with radial density `ρ`:
on positive radii `Ne' = ρ > 0`, and `Ne` maps `(0, ∞)` bijectively onto `(0, 2)`. -/
structure IsRadialCumulant (Ne ρ : ℝ → ℝ) : Prop where
  hasDeriv : ∀ r, 0 < r → HasDerivAt Ne (ρ r) r
  pos : ∀ r, 0 < r → 0 < ρ r
  bij : BijOn Ne (Ioi 0) (Ioo 0 2)

/-- If `Ne` is a radial cumulant and `0 < y < 2`, the radius of the sphere that encloses `y`
electrons. -/
def enclosingRadius (Ne : ℝ → ℝ) (y : ℝ) : ℝ := Function.invFunOn Ne (Ioi 0) y

/-- The co-motion map: if `Ne` is a radial cumulant and `r > 0`, the radius that encloses `2 - Ne r`
electrons. -/
def comotion (Ne : ℝ → ℝ) (r : ℝ) : ℝ := enclosingRadius Ne (2 - Ne r)

/-- The potential energy of two electrons at radii `r` and `f r` on opposite sides of the
nucleus, in a one-body potential `v`, for `r` and `f r` positive. -/
def pairEnergy (v f : ℝ → ℝ) (r : ℝ) : ℝ := v r + v (f r) + (r + f r)⁻¹

variable {Ne ρ : ℝ → ℝ}

/-- The number of enclosed electrons grows strictly with the radius. -/
theorem cumulant_strictMonoOn (h : IsRadialCumulant Ne ρ) : StrictMonoOn Ne (Ioi 0) := by
  apply strictMonoOn_of_deriv_pos (convex_Ioi 0)
  · exact fun r hr => (h.hasDeriv r hr).continuousAt.continuousWithinAt
  · intro r hr
    rw [interior_Ioi] at hr
    rw [(h.hasDeriv r hr).deriv]
    exact h.pos r hr

/-- For a charge strictly between 0 and 2, the enclosing radius is positive, encloses that charge,
and has as its derivative the reciprocal of the radial density at that radius. -/
theorem enclosingRadius_spec (h : IsRadialCumulant Ne ρ) {y : ℝ} (hy : y ∈ Ioo (0 : ℝ) 2) :
    0 < enclosingRadius Ne y ∧ Ne (enclosingRadius Ne y) = y ∧
      HasDerivAt (enclosingRadius Ne) (ρ (enclosingRadius Ne y))⁻¹ y := by
  have hp : ∀ z ∈ Ioo (0 : ℝ) 2, enclosingRadius Ne z ∈ Ioi (0 : ℝ) :=
    fun z hz => Function.invFunOn_mem (h.bij.surjOn hz)
  have he : ∀ z ∈ Ioo (0 : ℝ) 2, Ne (enclosingRadius Ne z) = z :=
    fun z hz => Function.invFunOn_eq (h.bij.surjOn hz)
  have hmono : StrictMonoOn (enclosingRadius Ne) (Ioo 0 2) := by
    intro a ha b hb hab
    apply ((cumulant_strictMonoOn h).lt_iff_lt (hp a ha) (hp b hb)).mp
    rw [he a ha, he b hb]
    exact hab
  -- a monotone map onto a neighbourhood is continuous
  have himage : enclosingRadius Ne '' Ioo 0 2 ∈ nhds (enclosingRadius Ne y) := by
    apply Filter.mem_of_superset (Ioi_mem_nhds (hp y hy))
    intro s hs
    have hm := h.bij.mapsTo hs
    exact ⟨Ne s, hm, h.bij.injOn (hp _ hm) hs (he _ hm)⟩
  have hnhds : Ioo (0 : ℝ) 2 ∈ nhds y := Ioo_mem_nhds hy.1 hy.2
  have hcont := hmono.continuousAt_of_image_mem_nhds hnhds himage
  exact ⟨hp y hy, he y hy, HasDerivAt.of_local_left_inverse hcont
    (h.hasDeriv _ (hp y hy)) (h.pos _ (hp y hy)).ne' (Filter.mem_of_superset hnhds he)⟩

/-- The charge outside a sphere of positive radius lies strictly between 0 and 2. -/
theorem outer_charge_mem (h : IsRadialCumulant Ne ρ) {r : ℝ} (hr : 0 < r) :
    2 - Ne r ∈ Ioo (0 : ℝ) 2 := by
  obtain ⟨h1, h2⟩ := h.bij.mapsTo (mem_Ioi.mpr hr)
  exact ⟨by linarith, by linarith⟩

/-- A positive radius `s` with `Ne s = 2 - Ne r` is the co-motion radius of `r`. -/
theorem comotion_unique (h : IsRadialCumulant Ne ρ) {r s : ℝ} (hr : 0 < r) (hs : 0 < s)
    (hrs : Ne s = 2 - Ne r) : comotion Ne r = s := by
  obtain ⟨hp, he, _⟩ := enclosingRadius_spec h (outer_charge_mem h hr)
  exact h.bij.injOn (mem_Ioi.mpr hp) (mem_Ioi.mpr hs) (he.trans hrs.symm)

/-- The two-electron co-motion map is strictly decreasing on positive radii; it satisfies
`Ne (f r) = 2 - Ne r`, is its own inverse, and has derivative `-ρ r / ρ (f r)`. -/
theorem comotion_main (h : IsRadialCumulant Ne ρ) :
    StrictAntiOn (comotion Ne) (Ioi 0) ∧
    ∀ r, 0 < r → 0 < comotion Ne r ∧ Ne (comotion Ne r) = 2 - Ne r ∧
      comotion Ne (comotion Ne r) = r ∧
      HasDerivAt (comotion Ne) (-ρ r / ρ (comotion Ne r)) r := by
  have hp : ∀ r, 0 < r → 0 < comotion Ne r :=
    fun r hr => (enclosingRadius_spec h (outer_charge_mem h hr)).1
  have he : ∀ r, 0 < r → Ne (comotion Ne r) = 2 - Ne r :=
    fun r hr => (enclosingRadius_spec h (outer_charge_mem h hr)).2.1
  constructor
  · intro a ha b hb hab
    apply ((cumulant_strictMonoOn h).lt_iff_lt (hp b hb) (hp a ha)).mp
    rw [he a ha, he b hb]
    linarith [cumulant_strictMonoOn h ha hb hab]
  · intro r hr
    refine ⟨hp r hr, he r hr, comotion_unique h (hp r hr) hr ?_, ?_⟩
    · linarith [he r hr]
    · -- chain rule for the enclosing radius of the outer charge
      have k := (enclosingRadius_spec h (outer_charge_mem h hr)).2.2.comp r
        ((h.hasDeriv r hr).const_sub 2)
      exact k.congr_deriv (by unfold comotion; ring)

/-- The two electrons are at the same radius exactly when that radius encloses one electron. -/
theorem comotion_fixed_iff (h : IsRadialCumulant Ne ρ) {r : ℝ} (hr : 0 < r) :
    comotion Ne r = r ↔ Ne r = 1 := by
  constructor
  · intro hfix
    have he := ((comotion_main h).2 r hr).2.1
    rw [hfix] at he
    linarith
  · intro h1
    exact comotion_unique h hr hr (by linarith)

/-- If the slope of the one-body potential is `1 / (r + f r)^2` at every positive radius, the
potential energy of the pair is the same at all points of the co-motion curve. -/
theorem pairEnergy_constant (h : IsRadialCumulant Ne ρ) {v : ℝ → ℝ}
    (hv : ∀ r, 0 < r → HasDerivAt v (1 / (r + comotion Ne r) ^ 2) r)
    {r s : ℝ} (hr : 0 < r) (hs : 0 < s) :
    pairEnergy v (comotion Ne) r = pairEnergy v (comotion Ne) s := by
  have hd : ∀ x, 0 < x → HasDerivAt (pairEnergy v (comotion Ne)) 0 x := by
    intro x hx
    obtain ⟨hp, _, hinv, hf⟩ := (comotion_main h).2 x hx
    have h2 := (hv _ hp).comp x hf
    have h3 : HasDerivAt (fun y => (y + comotion Ne y)⁻¹)
        (-(1 + -ρ x / ρ (comotion Ne x)) / (x + comotion Ne x) ^ 2) x :=
      ((hasDerivAt_id x).add hf).inv (add_pos hx hp).ne'
    -- the involution makes the slopes of `v` at the two radii equal
    rw [hinv, add_comm (comotion Ne x) x] at h2
    exact (((hv x hx).add h2).add h3).congr_deriv (by ring)
  exact isOpen_Ioi.is_const_of_deriv_eq_zero isPreconnected_Ioi
    (fun x hx => (hd x hx).differentiableAt.differentiableWithinAt)
    (fun x hx => (hd x hx).deriv) (mem_Ioi.mpr hr) (mem_Ioi.mpr hs)

/-- The function `2 r / (1 + r)` is a radial cumulant, and its co-motion map is `1 / r` on positive
radii. -/
theorem comotion_witness :
    IsRadialCumulant (fun r => 2 * r / (1 + r)) (fun r => 2 / (1 + r) ^ 2) ∧
    ∀ r : ℝ, 0 < r → comotion (fun r => 2 * r / (1 + r)) r = 1 / r := by
  have h : IsRadialCumulant (fun r => 2 * r / (1 + r)) (fun r => 2 / (1 + r) ^ 2) := by
    refine ⟨fun r hr => ?_, fun r hr => by positivity, ?_, ?_, ?_⟩
    · have hne : 1 + r ≠ 0 := by positivity
      refine (((hasDerivAt_id r).const_mul (2 : ℝ)).div
        ((hasDerivAt_id r).const_add (1 : ℝ)) hne).congr_deriv ?_
      show (2 * 1 * (1 + r) - 2 * r * 1) / (1 + r) ^ 2 = 2 / (1 + r) ^ 2
      ring
    · intro r hr
      have hr' : 0 < r := hr
      have h1 : 0 < 1 + r := by positivity
      show 0 < 2 * r / (1 + r) ∧ 2 * r / (1 + r) < 2
      exact ⟨by positivity, by rw [div_lt_iff₀ h1]; linarith⟩
    · intro a ha b hb hab
      have ha' : 0 < a := ha
      have hb' : 0 < b := hb
      have hab' : 2 * a / (1 + a) = 2 * b / (1 + b) := hab
      rw [div_eq_div_iff (by positivity) (by positivity)] at hab'
      linarith
    · intro y hy
      have hy2 : 0 < 2 - y := by linarith [hy.2]
      have e : 1 + y / (2 - y) = 2 / (2 - y) := by
        rw [eq_div_iff hy2.ne', add_mul, div_mul_cancel₀ _ hy2.ne']
        ring
      refine ⟨y / (2 - y), div_pos hy.1 hy2, ?_⟩
      show 2 * (y / (2 - y)) / (1 + y / (2 - y)) = y
      rw [e, div_eq_iff (div_pos two_pos hy2).ne']
      ring
  refine ⟨h, fun r hr => comotion_unique h hr (by positivity) ?_⟩
  show 2 * (1 / r) / (1 + 1 / r) = 2 - 2 * r / (1 + r)
  have h1 : 1 + r ≠ 0 := by positivity
  have h2 : 1 + 1 / r ≠ 0 := by positivity
  have h3 : 1 / r * r = 1 := div_mul_cancel₀ 1 hr.ne'
  have e : 2 * (1 / r) / (1 + 1 / r) = 2 / (1 + r) := by
    rw [div_eq_div_iff h2 h1]
    linear_combination 2 * h3
  rw [e, eq_sub_iff_add_eq, ← add_div, div_eq_iff h1]
  ring

end

end StrictlyCorrelatedPair
```

```lean
#print axioms StrictlyCorrelatedPair.comotion_main
#print axioms StrictlyCorrelatedPair.comotion_fixed_iff
#print axioms StrictlyCorrelatedPair.pairEnergy_constant
```

```
'StrictlyCorrelatedPair.comotion_main' depends on axioms: [propext, Classical.choice, Quot.sound]
'StrictlyCorrelatedPair.comotion_fixed_iff' depends on axioms: [propext, Classical.choice, Quot.sound]
'StrictlyCorrelatedPair.pairEnergy_constant' depends on axioms: [propext, Classical.choice, Quot.sound]
```

## How the code expresses the physics

The structure `IsRadialCumulant Ne ρ` collects the three hypotheses: `hasDeriv` for the derivative, `pos` for positive density and `bij` for the bijection. `Ioi 0` is $(0,\infty)$ and `Ioo 0 2` is $(0,2)$. Continuity of `ρ` is not required.

`enclosingRadius` is $R$, the inverse of `Ne` on positive radii, and `comotion` is $f$, built from it. Both are functions on all real numbers, but only their values for charges in $(0,2)$ and for positive radii carry meaning. `pairEnergy` is $E$, in atomic units.

`comotion_main` contains the central result: strict decrease on positive radii and, for each `r > 0`, positivity of the partner, the defining equation, the involution and the derivative. `HasDerivAt` says both that the derivative exists and what it equals. The force-balance condition on $v$ is the hypothesis `hv` of `pairEnergy_constant`.

The proofs follow the derivation closely:

- `cumulant_strictMonoOn` obtains monotonicity from the positive derivative.
- `enclosingRadius_spec` treats the inverse. Its step `himage` shows that the image of $(0,2)$ contains all positive radii; together with monotonicity this gives continuity. `HasDerivAt.of_local_left_inverse` then supplies the reciprocal derivative.
- `outer_charge_mem` places $2-N_e(r)$ in $(0,2)$, and `comotion_unique` is the injectivity argument.
- `comotion_main` gets the involution from `comotion_unique`, strict decrease by comparing enclosed charges, and the slope by composing the derivative of the inverse with that of $2-N_e$.
- `comotion_fixed_iff` proves the criterion for equal radii.
- `pairEnergy_constant` differentiates the three energy terms. Rewriting with `hinv`, the involution, gives both potential slopes the same denominator; `ring` cancels the terms, and a zero derivative on a connected open set gives a constant.
- `comotion_witness` verifies the hypotheses for $2r/(1+r)$ and identifies its partner radius through `comotion_unique`.

## Exact charge two, opposite sides, no minimisation

The theorems concern exact functions on a continuous half-line. They give no error bound for a tabulated $N_e$, an interpolated inverse or a finite grid.

The placement of the electrons on opposite sides of the nucleus is built into `pairEnergy`. The file does not show that this arrangement, or this choice of $f$, minimises the repulsion among all pair distributions with the given density. Nor does `pairEnergy_constant` say that the constant is the minimum of the potential energy over all positions of the two electrons. It takes $v$ as given and does not construct it.

Normalisation matters in practice. Suppose a density integrates to 1.9 electrons, with

$$N_e(r)=\frac{1.9\,r}{1+r}.$$

The derivative is still positive and the map is still injective, but its values fill only $(0,1.9)$. For $0<r\le 1/18$ the enclosed charge is at most 0.1, so the partner would have to enclose at least 1.9 electrons, and no radius does. A truncated radial grid can produce the same failure near the nucleus, where the partner should be far out in the tail. A lookup that clamps to the last grid point hides it.

The model could also start from the density: assume that $\rho$ is continuous and positive on $(0,\infty)$ with integral 2, and define $N_e(r)=\int_0^r\rho(t)\,dt$. The derivative and the bijection would then be consequences, the first by the fundamental theorem of calculus and the second from continuity, strict monotonicity and the limits 0 and 2 of $N_e$. This is closer to what a code has as input, but it adds a continuity assumption that the present theorems do without.
